# Lowering an energy eigenstate with $S^z=m>0$ preserves its energy under spin symmetry

Take a small cluster of spins with Heisenberg exchange and no magnetic field, and suppose that an energy level has been found among the states with total $S^z=1$. Does the same level also appear at $S^z=0$? The total lowering operator $S^-$ commutes with the Hamiltonian, so applying it to the eigenstate should give another eigenstate of the same energy. This works only if the result is not the zero vector, which satisfies every eigenvalue equation and represents no state.

## The norm of the lowered state

Let $S^+$, $S^z$ and $H$ be complex matrices on a finite-dimensional state space, with $\hbar=1$. Write $S^-=(S^+)^\dagger$ and assume

$$[S^+,S^-]=2S^z,\qquad [S^z,S^-]=-S^-,\qquad HS^-=S^-H.$$

Let $v\neq0$ satisfy $Hv=Ev$ and $S^zv=mv$ with $m>0$. Here the expectation value of a matrix $A$ means $v^\dagger Av$, without division by $\|v\|^2$. The squared norm of the lowered vector is such a value, which the first commutator rearranges:

$$\|S^-v\|^2=v^\dagger S^+S^-v=v^\dagger(S^-S^++2S^z)v=\|S^+v\|^2+2m\|v\|^2.$$

The first term on the right is nonnegative and the second is positive, so $S^-v\neq0$.

The order of the factors matters here. The adjoint of $S^-$ stands on the left, so $\|S^-v\|^2$ is the expectation value of $S^+S^-$. Writing $S^-S^+$ instead reverses the sign of the $2m$ term, and the argument for positivity is lost.

The other two relations give the quantum numbers:

$$S^zS^-v=(S^-S^z-S^-)v=(m-1)S^-v,\qquad HS^-v=S^-Hv=E\,S^-v.$$

The step can be repeated while $S^z$ is still positive. After $k-1$ steps its value is $m-k+1$, so the $k$-th step is safe if $m-k+1>0$, that is, if $k<m+1$. When $m$ is a natural number, $k=m$ is allowed and leads to $S^z=0$.

At $m=0$ the identity reduces to $\|S^-v\|=\|S^+v\|$. Either operator then annihilates $v$ exactly when the other does.

## Spin operators as matrices

```lean
import Mathlib

open Matrix
open scoped ComplexOrder

namespace SpinLowering

noncomputable section

variable {n : Type*} [Fintype n]
```

The finite type `n` labels the basis states, and a state is a function `n → ℂ`, not necessarily normalised. The adjoint $S^-$ is written `Spᴴ`, the conjugate transpose of `Sp`, and `*ᵥ` applies a matrix to a vector. The squared norm is `star v ⬝ᵥ v`. The `star` is essential: without complex conjugation, the nonzero vector $(1,i)$ would have "norm" zero.

The commutation relations are hypotheses about the matrices. The first two stand for the angular-momentum algebra of the total spin, and the third for the spin symmetry of the Hamiltonian. Heisenberg exchange and the Hubbard model with spin-independent hopping satisfy the third; a Zeeman field along $z$ generally breaks it. The matrix $H$ need not be Hermitian, so `E` is complex. The value `m` is real, which loses nothing, since the first relation already makes $S^z$ Hermitian.

```lean
/-- If `[S⁺, S⁻] = 2 Sz` with `S⁻` the adjoint of `S⁺`, a state with `Sz = m` satisfies
`‖S⁻ v‖² = ‖S⁺ v‖² + 2 m ‖v‖²`. -/
theorem norm_sq_lowering {Sp Sz : Matrix n n ℂ} {v : n → ℂ} {m : ℝ}
    (hpm : Sp * Spᴴ - Spᴴ * Sp = (2 : ℂ) • Sz) (hm : Sz *ᵥ v = (m : ℂ) • v) :
    star (Spᴴ *ᵥ v) ⬝ᵥ (Spᴴ *ᵥ v)
      = star (Sp *ᵥ v) ⬝ᵥ (Sp *ᵥ v) + 2 * (m : ℂ) * (star v ⬝ᵥ v) := by
  -- a squared norm is an expectation value
  have key : ∀ A : Matrix n n ℂ,
      star (A *ᵥ v) ⬝ᵥ (A *ᵥ v) = star v ⬝ᵥ ((Aᴴ * A) *ᵥ v) := by
    intro A
    rw [Matrix.star_mulVec, ← Matrix.dotProduct_mulVec, Matrix.mulVec_mulVec]
  have h : Sp * Spᴴ = (2 : ℂ) • Sz + Spᴴ * Sp := sub_eq_iff_eq_add.mp hpm
  rw [key Spᴴ, key Sp, Matrix.conjTranspose_conjTranspose, h, Matrix.add_mulVec,
    Matrix.smul_mulVec, hm, dotProduct_add, dotProduct_smul, dotProduct_smul,
    smul_eq_mul, smul_eq_mul]
  ring
```

This is the norm identity. The auxiliary statement `key` turns the squared norm of $Av$ into the expectation value of $A^\dagger A$, and is used for both $A=S^-$ and $A=S^+$. The equation `h` is the commutator solved for $S^+S^-$. After the rewriting, `ring` collects the terms.

## A nonzero eigenvector one step down

```lean
/-- If `[S⁺, S⁻] = 2 Sz` with `S⁻` the adjoint of `S⁺`, then `S⁻` does not annihilate
a nonzero state with `Sz = m > 0`. -/
theorem lowering_ne_zero {Sp Sz : Matrix n n ℂ} {v : n → ℂ} {m : ℝ}
    (hpm : Sp * Spᴴ - Spᴴ * Sp = (2 : ℂ) • Sz) (hm : Sz *ᵥ v = (m : ℂ) • v)
    (hv : v ≠ 0) (hpos : 0 < m) : Spᴴ *ᵥ v ≠ 0 := by
  intro h0
  have hn := norm_sq_lowering hpm hm
  rw [h0, dotProduct_zero] at hn
  have h2 : (0 : ℂ) < 2 * (m : ℂ) := by
    exact_mod_cast (by positivity : (0 : ℝ) < 2 * m)
  have ha : 0 ≤ star (Sp *ᵥ v) ⬝ᵥ (Sp *ᵥ v) := dotProduct_star_self_nonneg _
  have hb : 0 ≤ star v ⬝ᵥ v := dotProduct_star_self_nonneg _
  -- two nonnegative terms with sum zero both vanish
  have hz := ((add_eq_zero_iff_of_nonneg ha (mul_nonneg h2.le hb)).mp hn.symm).2
  rcases mul_eq_zero.mp hz with h | h
  · exact h2.ne' h
  · exact hv (dotProduct_star_self_eq_zero.mp h)
```

The proof supposes $S^-v=0$, so that the left side of the norm identity vanishes. The squared norms are complex numbers in Lean, and `ComplexOrder` supplies the order in which $0\le z$ means that $z$ is real and nonnegative. Two nonnegative terms with sum zero must both vanish. From $2m\|v\|^2=0$ it follows that either $m=0$ or $v=0$, and both are excluded.

```lean
/-- If `[Sz, S⁻] = -S⁻` and `Sz v = m v`, then `Sz (S⁻ v) = (m - 1) S⁻ v`. -/
theorem sz_lowering {Sm Sz : Matrix n n ℂ} {v : n → ℂ} {m : ℝ}
    (hzm : Sz * Sm - Sm * Sz = -Sm) (hm : Sz *ᵥ v = (m : ℂ) • v) :
    Sz *ᵥ (Sm *ᵥ v) = ((m - 1 : ℝ) : ℂ) • (Sm *ᵥ v) := by
  have h : Sz * Sm = -Sm + Sm * Sz := sub_eq_iff_eq_add.mp hzm
  rw [Matrix.mulVec_mulVec, h, Matrix.add_mulVec, Matrix.neg_mulVec,
    ← Matrix.mulVec_mulVec, hm, Matrix.mulVec_smul]
  push_cast
  module
```

The shift of $S^z$ needs only the second commutator. The matrix `Sm` is therefore arbitrary here and need not be the adjoint of anything.

```lean
/-- Let `S⁻` be the adjoint of `S⁺`, with `[S⁺, S⁻] = 2 Sz`, `[Sz, S⁻] = -S⁻` and `H`
commuting with `S⁻`. Then `S⁻` maps an eigenvector of `H` with `Sz = m > 0` to a nonzero
eigenvector of the same energy with `Sz = m - 1`. -/
theorem lowering_eigenvector {Sp Sz H : Matrix n n ℂ} {v : n → ℂ} {m : ℝ} {E : ℂ}
    (hpm : Sp * Spᴴ - Spᴴ * Sp = (2 : ℂ) • Sz) (hzm : Sz * Spᴴ - Spᴴ * Sz = -Spᴴ)
    (hH : H * Spᴴ = Spᴴ * H) (hv : v ≠ 0) (hE : H *ᵥ v = E • v)
    (hm : Sz *ᵥ v = (m : ℂ) • v) (hpos : 0 < m) :
    Spᴴ *ᵥ v ≠ 0 ∧ H *ᵥ (Spᴴ *ᵥ v) = E • (Spᴴ *ᵥ v) ∧
      Sz *ᵥ (Spᴴ *ᵥ v) = ((m - 1 : ℝ) : ℂ) • (Spᴴ *ᵥ v) := by
  refine ⟨lowering_ne_zero hpm hm hv hpos, ?_, sz_lowering hzm hm⟩
  rw [Matrix.mulVec_mulVec, hH, ← Matrix.mulVec_mulVec, hE, Matrix.mulVec_smul]
```

This theorem combines the three conclusions: the lowered vector is nonzero, has energy `E`, and has $S^z=m-1$. The final line of the proof moves $H$ past $S^-$ and uses the eigenvalue equation for $v$.

## Descending to the $S^z=0$ sector

```lean
/-- Let `S⁻` be the adjoint of `S⁺`, with `[S⁺, S⁻] = 2 Sz`, `[Sz, S⁻] = -S⁻` and `H` commuting with
`S⁻`. Then `k` lowerings of an eigenvector of `H` with `Sz = m` give a nonzero eigenvector of the
same energy with `Sz = m - k`, provided `k < m + 1`. -/
theorem lowering_pow_eigenvector [DecidableEq n] {Sp Sz H : Matrix n n ℂ} {v : n → ℂ}
    {m : ℝ} {E : ℂ}
    (hpm : Sp * Spᴴ - Spᴴ * Sp = (2 : ℂ) • Sz) (hzm : Sz * Spᴴ - Spᴴ * Sz = -Spᴴ)
    (hH : H * Spᴴ = Spᴴ * H) (hv : v ≠ 0) (hE : H *ᵥ v = E • v)
    (hm : Sz *ᵥ v = (m : ℂ) • v) (k : ℕ) (hk : (k : ℝ) < m + 1) :
    (Spᴴ ^ k) *ᵥ v ≠ 0 ∧ H *ᵥ ((Spᴴ ^ k) *ᵥ v) = E • ((Spᴴ ^ k) *ᵥ v) ∧
      Sz *ᵥ ((Spᴴ ^ k) *ᵥ v) = ((m - k : ℝ) : ℂ) • ((Spᴴ ^ k) *ᵥ v) := by
  induction k with
  | zero =>
    rw [pow_zero, Matrix.one_mulVec, Nat.cast_zero, sub_zero]
    exact ⟨hv, hE, hm⟩
  | succ k ih =>
    push_cast at hk
    obtain ⟨h1, h2, h3⟩ := ih (by linarith)
    -- the state reached so far still has positive Sz
    have h := lowering_eigenvector hpm hzm hH h1 h2 h3 (by linarith)
    have hc : m - ((k + 1 : ℕ) : ℝ) = m - k - 1 := by push_cast; ring
    rw [pow_succ', ← Matrix.mulVec_mulVec, hc]
    exact h
```

The proof is by induction on `k`. The case $k=0$ returns the original state. In the next case, the hypothesis $k+1<m+1$ says that the state reached so far has $S^z=m-k>0$, which is what the single-step theorem requires. Half-integer `m` is included: a level at $m=3/2$ can be followed to $1/2$ and then to $-1/2$.

```lean
/-- Let `S⁻` be the adjoint of `S⁺`, with `[S⁺, S⁻] = 2 Sz`, `[Sz, S⁻] = -S⁻` and `H` commuting with
`S⁻`. Then an energy that occurs at `Sz = M`, with `M` a natural number, also occurs at `Sz = 0`. -/
theorem energy_in_zero_sector {Sp Sz H : Matrix n n ℂ} {v : n → ℂ} {M : ℕ} {E : ℂ}
    (hpm : Sp * Spᴴ - Spᴴ * Sp = (2 : ℂ) • Sz) (hzm : Sz * Spᴴ - Spᴴ * Sz = -Spᴴ)
    (hH : H * Spᴴ = Spᴴ * H) (hv : v ≠ 0) (hE : H *ᵥ v = E • v)
    (hm : Sz *ᵥ v = ((M : ℝ) : ℂ) • v) :
    ∃ w : n → ℂ, w ≠ 0 ∧ H *ᵥ w = E • w ∧ Sz *ᵥ w = 0 := by
  classical
  obtain ⟨h1, h2, h3⟩ :=
    lowering_pow_eigenvector hpm hzm hH hv hE hm M (by linarith)
  rw [sub_self, Complex.ofReal_zero, zero_smul] at h3
  exact ⟨_, h1, h2, h3⟩
```

Taking $k=M$ brings the state to $S^z=0$. The theorem supplies a nonzero vector `w` there with the same energy.

This is the descent used in Lieb–Mattis arguments, where the lowest level at $S^z=M$ can lie no lower than the lowest level at $S^z=0$. The Lieb–Mattis ordering of energies by total spin is a stronger statement. It also needs information about the lattice and the signs of the matrix elements of $H$, neither of which enters here.

In exact diagonalisation of a finite, spin-symmetric cluster with integer total spin, the descent is the reason that the $S^z=0$ block is enough to find every energy that occurs at positive $S^z$. For four spins 1/2 this block has dimension 6, compared with 16 for the full space. A program that has an eigenvector at $m>0$ and needs one of the same energy at $m-1$ can apply $S^-$ and normalise the result, without a second diagonalisation.

```lean
/-- If `[S⁺, S⁻] = 2 Sz` with `S⁻` the adjoint of `S⁺`, a state with `Sz = 0` is
annihilated by `S⁻` exactly when it is annihilated by `S⁺`. -/
theorem lowering_eq_zero_iff {Sp Sz : Matrix n n ℂ} {v : n → ℂ}
    (hpm : Sp * Spᴴ - Spᴴ * Sp = (2 : ℂ) • Sz) (hm : Sz *ᵥ v = 0) :
    Spᴴ *ᵥ v = 0 ↔ Sp *ᵥ v = 0 := by
  have hn := norm_sq_lowering (v := v) (m := 0) hpm (by simp [hm])
  rw [Complex.ofReal_zero, mul_zero, zero_mul, add_zero] at hn
  rw [← dotProduct_star_self_eq_zero, hn, dotProduct_star_self_eq_zero]
```

At $S^z=0$ the norm identity with `m := 0` equates the two squared norms, and a squared norm vanishes only for the zero vector. The theorem leaves open which case occurs, and both do in the two-spin system below.

## Triplet and singlet of two spins

The smallest Heisenberg cluster has two spins 1/2 and the Hamiltonian $J\,\mathbf S_1\cdot\mathbf S_2$, where $J$ is the exchange constant; positive $J$ is antiferromagnetic. The basis order is $\uparrow\uparrow,\uparrow\downarrow,\downarrow\uparrow,\downarrow\downarrow$.

```lean
/-- Total `S⁺` of two spins 1/2 in the basis `↑↑, ↑↓, ↓↑, ↓↓`. -/
def dimerSp : Matrix (Fin 4) (Fin 4) ℂ :=
  !![0, 1, 1, 0; 0, 0, 0, 1; 0, 0, 0, 1; 0, 0, 0, 0]

/-- Total `Sz` of two spins 1/2 in the basis `↑↑, ↑↓, ↓↑, ↓↓`. -/
def dimerSz : Matrix (Fin 4) (Fin 4) ℂ :=
  !![1, 0, 0, 0; 0, 0, 0, 0; 0, 0, 0, 0; 0, 0, 0, -1]

/-- The Heisenberg Hamiltonian `J S₁·S₂` of two spins 1/2 in the same basis. -/
def dimerH (J : ℝ) : Matrix (Fin 4) (Fin 4) ℂ :=
  (J : ℂ) • (!![1/4, 0, 0, 0; 0, -1/4, 1/2, 0; 0, 1/2, -1/4, 0; 0, 0, 0, 1/4] :
    Matrix (Fin 4) (Fin 4) ℂ)
```

The first two matrices are the total spin operators. In the third, the diagonal entries come from $S^z_1S^z_2$ and the off-diagonal ones from the exchange of opposite spins.

```lean
/-- The adjoint of the total `S⁺` of two spins 1/2, written out as a matrix. -/
theorem dimerSp_adjoint :
    dimerSpᴴ = !![0, 0, 0, 0; 1, 0, 0, 0; 1, 0, 0, 0; 0, 1, 1, 0] := by
  ext i j
  fin_cases i <;> fin_cases j <;> simp [dimerSp, Matrix.conjTranspose_apply]
```

With the adjoint written out, the relations can be checked entry by entry.

```lean
/-- The Heisenberg dimer satisfies the three commutation relations, and its state `↑↑`
is an eigenvector with energy `J/4` and `Sz = 1`. -/
theorem lowering_eigenvector_witness (J : ℝ) :
    dimerSp * dimerSpᴴ - dimerSpᴴ * dimerSp = (2 : ℂ) • dimerSz ∧
    dimerSz * dimerSpᴴ - dimerSpᴴ * dimerSz = -dimerSpᴴ ∧
    dimerH J * dimerSpᴴ = dimerSpᴴ * dimerH J ∧
    dimerH J *ᵥ ![1, 0, 0, 0] = ((J : ℂ) / 4) • ![1, 0, 0, 0] ∧
    dimerSz *ᵥ ![1, 0, 0, 0] = ((1 : ℝ) : ℂ) • ![1, 0, 0, 0] := by
  rw [dimerSp_adjoint]
  refine ⟨?_, ?_, ?_, ?_, ?_⟩
  · ext i j
    fin_cases i <;> fin_cases j <;>
      norm_num [dimerSp, dimerSz, Matrix.mul_apply, Fin.sum_univ_four]
  · ext i j
    fin_cases i <;> fin_cases j <;>
      norm_num [dimerSz, Matrix.mul_apply, Fin.sum_univ_four]
  · ext i j
    fin_cases i <;> fin_cases j <;>
      simp [dimerH, Matrix.mul_apply, Fin.sum_univ_four] <;> ring
  · ext i
    fin_cases i <;>
      simp [dimerH, Matrix.mulVec, dotProduct, Fin.sum_univ_four]
    ring
  · ext i
    fin_cases i <;> simp [dimerSz, Matrix.mulVec, dotProduct, Fin.sum_univ_four]
```

The dimer satisfies all three relations for every real `J`, and $\uparrow\uparrow$ is an eigenstate with energy $J/4$ and $S^z=1$. By hand, $S^-\,{\uparrow\uparrow}={\uparrow\downarrow}+{\downarrow\uparrow}$, whose squared norm is 2. The norm identity gives the same value, $0+2\cdot1\cdot1$. Dividing by $\sqrt2$ gives the normalised triplet state at $S^z=0$, which $S^-$ lowers once more to a nonzero multiple of $\downarrow\downarrow$.

```lean
/-- The singlet `↑↓ - ↓↑` of the Heisenberg dimer is a nonzero eigenvector with energy
`-3J/4` and `Sz = 0`, and `S⁻` annihilates it. -/
theorem singlet_annihilated (J : ℝ) :
    (![0, 1, -1, 0] : Fin 4 → ℂ) ≠ 0 ∧
    dimerH J *ᵥ ![0, 1, -1, 0] = (-3 * (J : ℂ) / 4) • ![0, 1, -1, 0] ∧
    dimerSz *ᵥ ![0, 1, -1, 0] = 0 ∧ dimerSpᴴ *ᵥ ![0, 1, -1, 0] = 0 := by
  rw [dimerSp_adjoint]
  refine ⟨?_, ?_, ?_, ?_⟩
  · intro h
    have h1 := congrFun h 1
    simp at h1
  · ext i
    fin_cases i <;>
      simp [dimerH, Matrix.mulVec, dotProduct, Fin.sum_univ_four] <;> ring
  · ext i
    fin_cases i <;> simp [dimerSz, Matrix.mulVec, dotProduct, Fin.sum_univ_four]
  · ext i
    fin_cases i <;> simp [Matrix.mulVec, dotProduct, Fin.sum_univ_four]

end

end SpinLowering
```

The singlet behaves differently. The vector in the code has squared norm 2, so the normalised state is $({\uparrow\downarrow}-{\downarrow\uparrow})/\sqrt2$, with energy $-3J/4$ and $S^z=0$. Lowering it gives ${\downarrow\downarrow}-{\downarrow\downarrow}=0$. The condition $m>0$ in the single-step theorem therefore cannot be weakened to $m\ge0$.

```lean
#print axioms SpinLowering.lowering_pow_eigenvector
#print axioms SpinLowering.energy_in_zero_sector
#print axioms SpinLowering.lowering_eq_zero_iff
#print axioms SpinLowering.singlet_annihilated
```

```
'SpinLowering.lowering_pow_eigenvector' depends on axioms: [propext, Classical.choice, Quot.sound]
'SpinLowering.energy_in_zero_sector' depends on axioms: [propext, Classical.choice, Quot.sound]
'SpinLowering.lowering_eq_zero_iff' depends on axioms: [propext, Classical.choice, Quot.sound]
'SpinLowering.singlet_annihilated' depends on axioms: [propext, Classical.choice, Quot.sound]
```
